# Brauer's lower bound on the lowest eigenvalue of a finite Hermitian matrix

## Two coupled levels

Take two orthonormal states with energies \(a\) and \(b\), coupled by a matrix element \(w\). The amplitudes \(v_0, v_1\) of a stationary state with energy \(E\) satisfy

\[
(E-a)\,v_0 = w\,v_1, \qquad (E-b)\,v_1 = w^*\,v_0 .
\]

Multiply the moduli of the two equations. If both amplitudes are nonzero they cancel, and

\[
|E-a|\,|E-b| = |w|^2 .
\]

If one amplitude vanishes, then \(w=0\) and \(E\) is one of the diagonal energies, so the relation still holds. The lower of the two levels is

\[
E_0 = \frac{a+b}{2} - \sqrt{\frac{(a-b)^2}{4} + |w|^2}.
\]

With more than two states, each row contains several couplings, and the equality becomes an inequality. The same multiplication of two rows still works if the rows are chosen well.

## Bounding the ground state from below

A Rayleigh-Ritz calculation gives an upper bound: the energy expectation of any trial vector is at least \(E_0\). A lower bound on \(E_0\) turns this into a bracket. The one derived here needs only the diagonal entries of the Hamiltonian matrix \(H\) and, for each row \(i\), the total coupling

\[
r_i = \sum_{j\neq i} |H_{ij}| .
\]

For a Hermitian matrix with at least two rows,

\[
E_0 \;\ge\; B := \min_{i\neq j} \ell_{ij}, \qquad
\ell_{ij} = \frac{H_{ii}+H_{jj}}{2} - \sqrt{\frac{(H_{ii}-H_{jj})^2}{4} + r_i r_j}.
\]

Each \(\ell_{ij}\) is the lower level of a fictitious two-state problem whose squared coupling is \(r_i r_j\) instead of \(|H_{ij}|^2\).

In electronic structure this applies to a configuration-interaction matrix in a finite orthonormal basis, and it bounds the lowest eigenvalue of that matrix only. The step to the full Hamiltonian needs a separate argument: truncating the basis can raise the lowest energy, so \(B\) may lie above the true ground state.

## The statement in Lean

The basis states are labelled by a finite type `n`, which is the index set and not the dimension. `Nontrivial n` says that it has at least two elements. The definitions correspond to the physics as follows.

- `coupling H i` is \(r_i\), a sum of moduli and not a single matrix element.
- `pairLevel H i j` is \(\ell_{ij}\). It takes real parts of the diagonal entries, which loses nothing when \(H\) is Hermitian.
- `brauerBound H` is \(B\). It runs over ordered pairs of distinct states; since \(\ell_{ij}=\ell_{ji}\), the minimum is the same as over \(i<j\).
- `groundEnergy hH` is \(E_0\), the smallest of the eigenvalues that Mathlib assigns to \(H\), given the proof `hH` that \(H\) is Hermitian.

The main theorem, `brauerBound_le_groundEnergy`, reads \(B\le E_0\). Three further theorems accompany it.

- `brauerBound_mul_le_expectation` states \(B\,x^\dagger x \le x^\dagger H x\) for every vector \(x\), normalised or not. For a normalised trial vector this is \(B\le\langle H\rangle\).
- `groundEnergy_pos` gives \(E_0>0\) if all \(H_{ii}>0\) and \(r_i r_j < H_{ii}H_{jj}\) for all \(i\neq j\). Physically, the diagonal energies lie above the chosen zero and outweigh the couplings pair by pair.
- `groundEnergy_eq_brauerBound_two` states \(E_0=B\) for every two-level Hermitian matrix, so the bound is attained.

## From two rows to the bound

**One row.** Let \(Hv=zv\) with \(v\neq0\). Row \(i\), with its diagonal term moved to the left, is

\[
(z-H_{ii})\,v_i = \sum_{k\neq i} H_{ik}v_k .
\]

If \(|v_k|\le M\) for all \(k\neq i\), the triangle inequality gives \(|z-H_{ii}|\,|v_i| \le r_i M\).

**Two rows.** Let \(v_i\) be an amplitude of largest modulus and \(v_j\) one of largest modulus among the others. Then

\[
|z-H_{ii}|\,|v_i| \le r_i |v_j|, \qquad |z-H_{jj}|\,|v_j| \le r_j |v_i| .
\]

If \(v_j\neq0\), multiply and cancel \(|v_i||v_j|\). If \(v_j=0\), the first inequality forces \(z=H_{ii}\). In both cases

\[
|z-H_{ii}|\,|z-H_{jj}| \le r_i r_j .
\]

This region of the complex plane is an oval of Cassini. Nothing so far has used Hermiticity.

**Completing the square.** For Hermitian \(H\), the diagonal entries and the eigenvalue \(z=E\) are real. With \(m=(H_{ii}+H_{jj})/2\),

\[
(E-m)^2 - \frac{(H_{ii}-H_{jj})^2}{4} = (E-H_{ii})(E-H_{jj}) \le r_i r_j .
\]

Hence \(|E-m|\) is at most the square root in \(\ell_{ij}\), and \(E\ge \ell_{ij}\ge B\). This holds for every eigenvalue, so \(E_0\ge B\).

**Trial vectors.** Expand \(x\) in orthonormal eigenvectors with coefficients \(c_k\) and eigenvalues \(E_k\). Then

\[
x^\dagger H x - B\,x^\dagger x = \sum_k (E_k-B)|c_k|^2 \ge 0 .
\]

**Positivity.** Suppose an eigenvalue had \(E\le0\). For the pair supplied by the two-row argument,

\[
(E-H_{ii})(E-H_{jj}) = H_{ii}H_{jj} - E\,(H_{ii}+H_{jj}) + E^2 \ge H_{ii}H_{jj} > r_i r_j ,
\]

which contradicts the oval inequality.

**Two levels.** Here \(r_0r_1=|H_{01}|^2\). Let \(\lambda_0,\lambda_1\) be the eigenvalues. The trace gives \(\lambda_0+\lambda_1=H_{00}+H_{11}\), and the determinant gives \(\lambda_0\lambda_1=H_{00}H_{11}-|H_{01}|^2\). The expression under the root is therefore

\[
\frac{(\lambda_0+\lambda_1)^2}{4}-\lambda_0\lambda_1 = \frac{(\lambda_0-\lambda_1)^2}{4},
\]

and \(\ell_{01}\) is the smaller eigenvalue.

## Real eigenvalues do not replace Hermiticity

The bound on expectations fails for

\[
H=\begin{pmatrix}0&2\\0&0\end{pmatrix}.
\]

Both eigenvalues are 0. The couplings are \(r_0=2\) and \(r_1=0\), so \(B=0\). The normalised vector \(x=(1,-1)/\sqrt2\) nevertheless gives \(x^\dagger Hx=-1\). A real spectrum alone is thus not enough for the trial-vector inequality.

## The complete Lean file

```lean
import Mathlib

open Matrix Finset
open scoped ComplexOrder

namespace BrauerLowerBound

noncomputable section

variable {n : Type*} [Fintype n] [DecidableEq n]

/-- The total coupling `r_i` of basis state `i`: the sum of `|H_ij|` over all `j ≠ i`. -/
def coupling (H : Matrix n n ℂ) (i : n) : ℝ := ∑ j ∈ univ.erase i, ‖H i j‖

/-- The lower level of an effective two-state problem with the diagonal energies of `i` and `j`
and squared coupling `r_i r_j`. -/
def pairLevel (H : Matrix n n ℂ) (i j : n) : ℝ :=
  ((H i i).re + (H j j).re) / 2 -
    √(((H i i).re - (H j j).re) ^ 2 / 4 + coupling H i * coupling H j)

/-- The Brauer bound: the smallest pair level over all pairs of distinct basis states. -/
def brauerBound [Nontrivial n] (H : Matrix n n ℂ) : ℝ :=
  (univ : Finset n).offDiag.inf'
    (by obtain ⟨a, b, h⟩ := exists_pair_ne n; exact ⟨(a, b), by simp [h]⟩)
    fun p => pairLevel H p.1 p.2

/-- The ground-state energy `E0`: the lowest eigenvalue of a Hermitian matrix. -/
def groundEnergy [Nonempty n] {H : Matrix n n ℂ} (hH : H.IsHermitian) : ℝ :=
  univ.inf' univ_nonempty hH.eigenvalues

/-- One row of the eigenvalue equation: if all other amplitudes are at most `M` in modulus,
then `|z - H_ii| |v_i| ≤ r_i M`. -/
theorem row_bound {H : Matrix n n ℂ} {z : ℂ} {v : n → ℂ} (hv : H *ᵥ v = z • v)
    (i : n) {M : ℝ} (hM : ∀ k, k ≠ i → ‖v k‖ ≤ M) :
    ‖z - H i i‖ * ‖v i‖ ≤ coupling H i * M := by
  -- isolate the diagonal term of row `i`
  have hs : (z - H i i) * v i = ∑ k ∈ univ.erase i, H i k * v k := by
    have h : ∑ k, H i k * v k = z * v i := congrFun hv i
    have h2 : H i i * v i + ∑ k ∈ univ.erase i, H i k * v k = ∑ k, H i k * v k :=
      Finset.add_sum_erase univ (fun k => H i k * v k) (mem_univ i)
    linear_combination -h - h2
  rw [← norm_mul, hs, coupling, Finset.sum_mul]
  refine (norm_sum_le _ _).trans (Finset.sum_le_sum fun k hk => ?_)
  rw [norm_mul]
  exact mul_le_mul_of_nonneg_left (hM k (ne_of_mem_erase hk)) (norm_nonneg _)

/-- Brauer's ovals of Cassini: every eigenvalue `z` of a complex matrix of size at least two
satisfies `|z - H_ii| |z - H_jj| ≤ r_i r_j` for some pair `i ≠ j`. -/
theorem brauer_cassini [Nontrivial n] {H : Matrix n n ℂ} {z : ℂ} {v : n → ℂ}
    (hv0 : v ≠ 0) (hv : H *ᵥ v = z • v) :
    ∃ i j, i ≠ j ∧ ‖z - H i i‖ * ‖z - H j j‖ ≤ coupling H i * coupling H j := by
  have hr : ∀ k, 0 ≤ coupling H k := fun k => Finset.sum_nonneg fun _ _ => norm_nonneg _
  -- `i` carries the largest amplitude, `j` the second largest
  obtain ⟨i, -, hi⟩ := Finset.exists_max_image univ (fun k => ‖v k‖) univ_nonempty
  have hne : (univ.erase i).Nonempty := by
    obtain ⟨j, hj⟩ := exists_ne i
    exact ⟨j, by simp [hj]⟩
  obtain ⟨j, hj, hjm⟩ := Finset.exists_max_image (univ.erase i) (fun k => ‖v k‖) hne
  have hpos : 0 < ‖v i‖ := by
    obtain ⟨k, hk⟩ := Function.ne_iff.mp hv0
    exact (norm_pos_iff.mpr hk).trans_le (hi k (mem_univ k))
  have h1 := row_bound hv i (M := ‖v j‖) fun k hk => hjm k (by simp [hk])
  have h2 := row_bound hv j (M := ‖v i‖) fun k _ => hi k (mem_univ k)
  refine ⟨i, j, (ne_of_mem_erase hj).symm, ?_⟩
  rcases (norm_nonneg (v j)).eq_or_lt with h0 | h0
  · -- the eigenvector is a single basis state
    rw [← h0, mul_zero] at h1
    have hz : ‖z - H i i‖ ≤ 0 :=
      le_of_mul_le_mul_right (by rw [zero_mul]; exact h1) hpos
    rw [le_antisymm hz (norm_nonneg _), zero_mul]
    exact mul_nonneg (hr i) (hr j)
  · -- multiply the two row bounds and cancel the amplitudes
    refine le_of_mul_le_mul_right ?_ (mul_pos hpos h0)
    calc ‖z - H i i‖ * ‖z - H j j‖ * (‖v i‖ * ‖v j‖)
        = (‖z - H i i‖ * ‖v i‖) * (‖z - H j j‖ * ‖v j‖) := by ring
      _ ≤ (coupling H i * ‖v j‖) * (coupling H j * ‖v i‖) :=
          mul_le_mul h1 h2 (by positivity) (mul_nonneg (hr i) (norm_nonneg _))
      _ = coupling H i * coupling H j * (‖v i‖ * ‖v j‖) := by ring

/-- For a Hermitian matrix of size at least two, every real eigenvalue `E` satisfies
`(E - H_ii)(E - H_jj) ≤ r_i r_j` for some pair `i ≠ j`. -/
theorem real_cassini [Nontrivial n] {H : Matrix n n ℂ} (hH : H.IsHermitian) {E : ℝ}
    {v : n → ℂ} (hv0 : v ≠ 0) (hv : H *ᵥ v = (E : ℂ) • v) :
    ∃ i j, i ≠ j ∧ (E - (H i i).re) * (E - (H j j).re) ≤ coupling H i * coupling H j := by
  have hd : ∀ i, ‖(E : ℂ) - H i i‖ = |E - (H i i).re| := fun i => by
    have h : H i i = ((H i i).re : ℂ) := (Complex.conj_eq_iff_re.mp (hH.apply i i)).symm
    rw [h, ← Complex.ofReal_sub, Complex.norm_real, Real.norm_eq_abs, Complex.ofReal_re]
  obtain ⟨i, j, hij, h⟩ := brauer_cassini hv0 hv
  rw [hd, hd, ← abs_mul] at h
  exact ⟨i, j, hij, (le_abs_self _).trans h⟩

/-- Every real eigenvalue of a Hermitian matrix of size at least two lies at or above the
Brauer bound. -/
theorem brauerBound_le_eigenvalue [Nontrivial n] {H : Matrix n n ℂ} (hH : H.IsHermitian)
    {E : ℝ} {v : n → ℂ} (hv0 : v ≠ 0) (hv : H *ᵥ v = (E : ℂ) • v) : brauerBound H ≤ E := by
  obtain ⟨i, j, hij, h⟩ := real_cassini hH hv0 hv
  -- complete the square
  have hs : |E - ((H i i).re + (H j j).re) / 2| ≤
      √(((H i i).re - (H j j).re) ^ 2 / 4 + coupling H i * coupling H j) :=
    Real.abs_le_sqrt (by nlinarith)
  have hp : pairLevel H i j ≤ E := by
    unfold pairLevel
    linarith [(abs_le.mp hs).1]
  have hm : (i, j) ∈ (univ : Finset n).offDiag := by simp [hij]
  exact (Finset.inf'_le (fun p : n × n => pairLevel H p.1 p.2) hm).trans hp

/-- Each eigenvalue of a Hermitian matrix has a nonzero eigenvector. -/
theorem exists_eigenvector {H : Matrix n n ℂ} (hH : H.IsHermitian) (k : n) :
    ∃ v : n → ℂ, v ≠ 0 ∧ H *ᵥ v = (hH.eigenvalues k : ℂ) • v := by
  refine ⟨(hH.eigenvectorBasis k).ofLp, fun h => ?_, ?_⟩
  · apply hH.eigenvectorBasis.orthonormal.ne_zero k
    ext i
    exact congrFun h i
  · rw [hH.mulVec_eigenvectorBasis k]
    ext i
    simp

/-- Brauer lower bound: the ground-state energy of a Hermitian matrix of size at least two is
at least the minimum over pairs `i ≠ j` of
`(H_ii + H_jj)/2 - √((H_ii - H_jj)²/4 + r_i r_j)`. -/
theorem brauerBound_le_groundEnergy [Nontrivial n] {H : Matrix n n ℂ} (hH : H.IsHermitian) :
    brauerBound H ≤ groundEnergy hH := by
  refine Finset.le_inf' _ _ fun k _ => ?_
  obtain ⟨v, hv0, hv⟩ := exists_eigenvector hH k
  exact brauerBound_le_eigenvalue hH hv0 hv

/-- Rayleigh form: for a Hermitian matrix of size at least two and any trial vector `x`,
`⟨x|H|x⟩` is at least the Brauer bound times `⟨x|x⟩`. -/
theorem brauerBound_mul_le_expectation [Nontrivial n] {H : Matrix n n ℂ}
    (hH : H.IsHermitian) (x : n → ℂ) :
    brauerBound H * (star x ⬝ᵥ x).re ≤ (star x ⬝ᵥ H *ᵥ x).re := by
  have hA : (H - (brauerBound H : ℂ) • (1 : Matrix n n ℂ)).IsHermitian :=
    hH.sub (by simp [Matrix.IsHermitian, Matrix.conjTranspose_smul])
  -- the shifted matrix has no negative eigenvalue
  have hP := hA.posSemidef_iff_eigenvalues_nonneg.mpr fun k => by
    obtain ⟨v, hv0, hv⟩ := exists_eigenvector hA k
    rw [Matrix.sub_mulVec, Matrix.smul_mulVec, Matrix.one_mulVec] at hv
    have hv' : H *ᵥ v = ((hA.eigenvalues k + brauerBound H : ℝ) : ℂ) • v := by
      rw [Complex.ofReal_add, add_smul, ← hv, sub_add_cancel]
    have h := brauerBound_le_eigenvalue hH hv0 hv'
    change 0 ≤ hA.eigenvalues k
    linarith
  have h := hP.dotProduct_mulVec_nonneg x
  rw [Matrix.sub_mulVec, Matrix.smul_mulVec, Matrix.one_mulVec, dotProduct_sub,
    dotProduct_smul] at h
  have h' := (Complex.le_def.mp h).1
  simp only [smul_eq_mul, Complex.sub_re, Complex.re_ofReal_mul, Complex.zero_re] at h'
  linarith

/-- If all diagonal energies of a Hermitian matrix of size at least two are positive and
`r_i r_j < H_ii H_jj` for all `i ≠ j`, then the ground-state energy is positive. -/
theorem groundEnergy_pos [Nontrivial n] {H : Matrix n n ℂ} (hH : H.IsHermitian)
    (hd : ∀ i, 0 < (H i i).re)
    (hr : ∀ i j, i ≠ j → coupling H i * coupling H j < (H i i).re * (H j j).re) :
    0 < groundEnergy hH := by
  refine (Finset.lt_inf'_iff _).mpr fun k _ => ?_
  obtain ⟨v, hv0, hv⟩ := exists_eigenvector hH k
  obtain ⟨i, j, hij, h⟩ := real_cassini hH hv0 hv
  by_contra hE
  have hE' : 0 ≤ -hH.eigenvalues k := by linarith [not_lt.mp hE]
  nlinarith [hr i j hij, mul_nonneg hE' (hd i).le, mul_nonneg hE' (hd j).le,
    sq_nonneg (hH.eigenvalues k)]

/-- Sharpness: for every two-level Hermitian matrix the Brauer bound equals the ground-state
energy. -/
theorem groundEnergy_eq_brauerBound_two {H : Matrix (Fin 2) (Fin 2) ℂ}
    (hH : H.IsHermitian) : groundEnergy hH = brauerBound H := by
  refine le_antisymm ?_ (brauerBound_le_groundEnergy hH)
  have h10 : H 1 0 = star (H 0 1) := (hH.apply 1 0).symm
  have him : (H 0 0).im = 0 := Complex.conj_eq_iff_im.mp (hH.apply 0 0)
  have e0 : (univ : Finset (Fin 2)).erase 0 = {1} := by decide
  have e1 : (univ : Finset (Fin 2)).erase 1 = {0} := by decide
  have hc : coupling H 0 * coupling H 1 =
      (H 0 1).re * (H 0 1).re + (H 0 1).im * (H 0 1).im := by
    rw [coupling, coupling, e0, e1, Finset.sum_singleton, Finset.sum_singleton, h10,
      norm_star, ← sq, Complex.sq_norm, Complex.normSq_apply]
  -- trace and determinant fix the sum and the product of the two levels
  have ht : H.trace = ∑ i, ((hH.eigenvalues i : ℝ) : ℂ) := hH.trace_eq_sum_eigenvalues
  have hdet : H.det = ∏ i, ((hH.eigenvalues i : ℝ) : ℂ) := hH.det_eq_prod_eigenvalues
  rw [Matrix.trace_fin_two, Fin.sum_univ_two] at ht
  rw [Matrix.det_fin_two, Fin.prod_univ_two, h10] at hdet
  have ht' := congrArg Complex.re ht
  have hd' := congrArg Complex.re hdet
  simp only [Complex.add_re, Complex.ofReal_re] at ht'
  simp only [Complex.sub_re, Complex.mul_re, Complex.ofReal_re, Complex.ofReal_im, him,
    Complex.star_def, Complex.conj_re, Complex.conj_im] at hd'
  have g0 : groundEnergy hH ≤ hH.eigenvalues 0 := Finset.inf'_le _ (mem_univ 0)
  have g1 : groundEnergy hH ≤ hH.eigenvalues 1 := Finset.inf'_le _ (mem_univ 1)
  have key : groundEnergy hH ≤ pairLevel H 0 1 := by
    have hs : √(((H 0 0).re - (H 1 1).re) ^ 2 / 4 + coupling H 0 * coupling H 1) ≤
        ((H 0 0).re + (H 1 1).re) / 2 - groundEnergy hH := by
      refine Real.sqrt_le_iff.mpr ⟨by linarith, ?_⟩
      have hX : ((H 0 0).re - (H 1 1).re) ^ 2 / 4 + coupling H 0 * coupling H 1 =
          (hH.eigenvalues 0 + hH.eigenvalues 1) ^ 2 / 4 -
            hH.eigenvalues 0 * hH.eigenvalues 1 := by
        rw [hc, ← ht']
        linear_combination -hd'
      rw [hX, ht']
      nlinarith [mul_nonneg (sub_nonneg.mpr g0) (sub_nonneg.mpr g1)]
    unfold pairLevel
    linarith
  have hsymm : pairLevel H 1 0 = pairLevel H 0 1 := by
    unfold pairLevel
    ring_nf
  refine Finset.le_inf' _ _ ?_
  rintro ⟨i, j⟩ hp
  have hij : i ≠ j := by simpa using hp
  have hcases : (i = 0 ∧ j = 1) ∨ (i = 1 ∧ j = 0) := by omega
  rcases hcases with ⟨rfl, rfl⟩ | ⟨rfl, rfl⟩
  · exact key
  · exact key.trans_eq hsymm.symm

end

end BrauerLowerBound
```

```lean
#print axioms BrauerLowerBound.brauerBound_le_eigenvalue
#print axioms BrauerLowerBound.brauerBound_mul_le_expectation
#print axioms BrauerLowerBound.groundEnergy_pos
#print axioms BrauerLowerBound.groundEnergy_eq_brauerBound_two
```

```
'BrauerLowerBound.brauerBound_le_eigenvalue' depends on axioms: [propext, Classical.choice, Quot.sound]
'BrauerLowerBound.brauerBound_mul_le_expectation' depends on axioms: [propext, Classical.choice, Quot.sound]
'BrauerLowerBound.groundEnergy_pos' depends on axioms: [propext, Classical.choice, Quot.sound]
'BrauerLowerBound.groundEnergy_eq_brauerBound_two' depends on axioms: [propext, Classical.choice, Quot.sound]
```

## The lemmas and their steps

`row_bound` is the one-row estimate. Its intermediate equation `hs` isolates the diagonal term, and `norm_sum_le` supplies the triangle inequality.

`brauer_cassini` carries out the two-row argument. It calls `Finset.exists_max_image` twice, first on all states and then on all states except `i`; the second call needs a second state to exist. The estimates `h1` and `h2` are the two row inequalities. The case split separates \(v_j=0\) from \(|v_j|>0\), and the `calc` block in the second case multiplies the inequalities so that the positive factor \(|v_i||v_j|\) can be cancelled.

`real_cassini` uses Hermiticity to replace the complex moduli by real absolute values, then drops them by `le_abs_self`. In `brauerBound_le_eigenvalue`, `Real.abs_le_sqrt` reduces the bound on \(|E-m|\) to the squared inequality, which `nlinarith` obtains from the product form. The minimum over pairs lies below the particular \(\ell_{ij}\) found.

`exists_eigenvector` connects Mathlib's list of eigenvalues to actual nonzero eigenvectors. With it, `brauerBound_le_groundEnergy` checks the bound for each eigenvalue in turn.

The trial-vector theorem replaces the explicit expansion by positive semidefiniteness. An eigenvector of \(H-B\,\mathbb 1\) with eigenvalue \(\mu\) is an eigenvector of \(H\) with eigenvalue \(\mu+B\), so \(\mu\ge0\). Mathlib's criterion `posSemidef_iff_eigenvalues_nonneg` then yields the inequality for every `x`.

`groundEnergy_pos` is the contradiction derived above: `nlinarith` receives the products of \(-E\) with the two diagonal energies, and the square \(E^2\), as nonnegative terms.

For two levels, one direction is the general bound. For the other, `hc` evaluates \(r_0r_1\), while `ht` and `hdet` bring in trace and determinant. Writing \(g\) for `groundEnergy hH`, the proof avoids deciding which eigenvalue is smaller by using \((\lambda_0-g)(\lambda_1-g)\ge0\). This is equivalent to

\[
\frac{(\lambda_0+\lambda_1)^2}{4}-\lambda_0\lambda_1 \le \left(\frac{\lambda_0+\lambda_1}{2}-g\right)^2 .
\]

Since \(g\) is at most the mean of the eigenvalues, taking roots gives \(g\le\ell_{01}\), the step called `key`. The symmetry `hsymm` handles the reversed pair.
